# A three-state model in which the second-order Epstein-Nesbet energy misses a sign that shifts the ground energy

When a configuration-interaction calculation estimates the effect of omitted determinants on a single reference determinant by second-order Epstein-Nesbet perturbation theory, it squares each coupling to the reference and divides by a difference of diagonal elements. In the real three-state model below, all three couplings are nonzero and the coupling between the two degenerate excited states does not exceed their excitation energy. Reversing the sign of one coupling then leaves this estimate unchanged but moves the exact ground energy.

```lean
import Mathlib

open Matrix

namespace EpsteinNesbetSign

noncomputable section

/-- The Epstein-Nesbet energy through second order of the real Hamiltonian `H`,
with basis state `r` as reference. -/
def enEnergy {n : Type*} [Fintype n] [DecidableEq n] (H : Matrix n n ℝ) (r : n) : ℝ :=
  H r r + ∑ k ∈ Finset.univ.erase r, H r k ^ 2 / (H r r - H k k)

/-- The real energy eigenvalues of `H`. -/
def energies {n : Type*} [Fintype n] (H : Matrix n n ℝ) : Set ℝ :=
  {E | ∃ x : n → ℝ, x ≠ 0 ∧ H *ᵥ x = E • x}

/-- A reference state at energy zero, coupled by `v` and `s * v` to two excited states
at energy `d`, which are coupled to each other by `k`. -/
def triangle (d k v s : ℝ) : Matrix (Fin 3) (Fin 3) ℝ :=
  !![0, v, s * v; v, d, k; s * v, k, d]

/-- Two Hamiltonians with the same diagonal and the same magnitudes of the couplings to the
reference have the same Epstein-Nesbet energy through second order. -/
theorem enEnergy_congr {n : Type*} [Fintype n] [DecidableEq n] (H H' : Matrix n n ℝ) (r : n)
    (hdiag : ∀ i, H i i = H' i i) (habs : ∀ i, |H r i| = |H' r i|) :
    enEnergy H r = enEnergy H' r := by
  have hsq : ∀ i, H r i ^ 2 = H' r i ^ 2 := fun i => by
    rw [← sq_abs, habs i, sq_abs]
  simp only [enEnergy, hdiag, hsq]

/-- For the three-state model with `d ≠ 0`, the Epstein-Nesbet energy times the excitation energy
`d` is `-2 v ^ 2`, for either sign `s`. -/
theorem enEnergy_triangle {d k v s : ℝ} (hd : d ≠ 0) (hs : s ^ 2 = 1) :
    d * enEnergy (triangle d k v s) 0 = -(2 * v ^ 2) := by
  have he : (Finset.univ.erase 0 : Finset (Fin 3)) = {1, 2} := by decide
  have h2 : (s * v) ^ 2 = v ^ 2 := by rw [mul_pow, hs, one_mul]
  have hq : d * (v ^ 2 / d) = v ^ 2 := by field_simp
  unfold enEnergy
  rw [he, Finset.sum_pair (by decide)]
  change d * (0 + (v ^ 2 / (0 - d) + (s * v) ^ 2 / (0 - d))) = _
  rw [h2, zero_sub, div_neg]
  linear_combination -2 * hq

/-- Every root of the quadratic secular equation is an energy of the three-state model. -/
theorem root_mem_energies {d k v s E : ℝ} (hv : v ≠ 0) (hs : s ^ 2 = 1)
    (hE : E ^ 2 = (d + s * k) * E + 2 * v ^ 2) : E ∈ energies (triangle d k v s) := by
  refine ⟨![E - (d + s * k), v, s * v], ?_, ?_⟩
  · intro h
    exact hv (by simpa using congrFun h 1)
  · have h0 : v * v + s * v * (s * v) = E * (E - (d + s * k)) := by
      linear_combination v ^ 2 * hs - hE
    have h1 : v * (E - (d + s * k)) + d * v + k * (s * v) = E * v := by ring
    have h2 : s * v * (E - (d + s * k)) + k * v + d * (s * v) = E * (s * v) := by
      linear_combination -k * v * hs
    funext i
    change ∑ j, triangle d k v s i j * ![E - (d + s * k), v, s * v] j
      = E * ![E - (d + s * k), v, s * v] i
    rw [Fin.sum_univ_three]
    fin_cases i
    · change 0 * (E - (d + s * k)) + v * v + s * v * (s * v) = E * (E - (d + s * k))
      linear_combination h0
    · exact h1
    · exact h2

/-- Every energy of the three-state model is either `d - s * k` or a root of the quadratic
secular equation. -/
theorem secular_of_mem {d k v s E : ℝ} (hv : v ≠ 0) (hs : s ^ 2 = 1)
    (hE : E ∈ energies (triangle d k v s)) :
    E = d - s * k ∨ E ^ 2 = (d + s * k) * E + 2 * v ^ 2 := by
  obtain ⟨x, hx, hEx⟩ := hE
  have row : ∀ i, ∑ j, triangle d k v s i j * x j = E * x i := fun i => congrFun hEx i
  simp only [Fin.sum_univ_three] at row
  have h0 : 0 * x 0 + v * x 1 + s * v * x 2 = E * x 0 := row 0
  have h1 : v * x 0 + d * x 1 + k * x 2 = E * x 1 := row 1
  have h2 : s * v * x 0 + k * x 1 + d * x 2 = E * x 2 := row 2
  by_cases hz : x 1 - s * x 2 = 0
  · -- the excited part is the combination that couples to the reference
    right
    have hx2 : x 2 ≠ 0 := by
      intro h
      have hx1 : x 1 = 0 := by rw [h] at hz; linarith
      have hx0 : x 0 = 0 := by
        rw [h, hx1] at h1
        exact (mul_eq_zero.mp (by linarith : v * x 0 = 0)).resolve_left hv
      apply hx
      funext i
      fin_cases i
      exacts [hx0, hx1, h]
    have hp : (E ^ 2 - (d + s * k) * E - 2 * v ^ 2) * x 2 = 0 := by
      linear_combination -E * h2 - s * v * h0 + (E * k + s * v ^ 2) * hz + 2 * v ^ 2 * x 2 * hs
    linarith [(mul_eq_zero.mp hp).resolve_right hx2]
  · -- otherwise the decoupled combination fixes the energy
    left
    have hp : (E - (d - s * k)) * (x 1 - s * x 2) = 0 := by
      linear_combination -h1 + s * h2 - (k * x 2 + v * x 0) * hs
    linarith [(mul_eq_zero.mp hp).resolve_right hz]

/-- A coupling no larger in magnitude than `d` stays at most `d` after a change of sign. -/
theorem signed_coupling_le {d k s : ℝ} (hs : s ^ 2 = 1) (hk : |k| ≤ d) : s * k ≤ d := by
  have hb := abs_le.mp hk
  rcases mul_eq_zero.mp (show (s - 1) * (s + 1) = 0 by linear_combination hs) with h | h
  · rw [show s = 1 by linarith]; linarith
  · rw [show s = -1 by linarith]; linarith

/-- The exact ground energy of the three-state model when `|k| ≤ d`. -/
theorem ground_energy {d k v s : ℝ} (hv : v ≠ 0) (hs : s ^ 2 = 1) (hk : |k| ≤ d) :
    IsLeast (energies (triangle d k v s))
      ((d + s * k - √((d + s * k) ^ 2 + 8 * v ^ 2)) / 2) := by
  constructor
  · have hR : √((d + s * k) ^ 2 + 8 * v ^ 2) ^ 2 = (d + s * k) ^ 2 + 8 * v ^ 2 :=
      Real.sq_sqrt (by positivity)
    exact root_mem_energies hv hs (by linear_combination hR / 4)
  · intro E hE
    rcases secular_of_mem hv hs hE with h | h
    · have h1 : |d + s * k| ≤ √((d + s * k) ^ 2 + 8 * v ^ 2) :=
        Real.abs_le_sqrt (by nlinarith [sq_nonneg v])
      linarith [le_abs_self (d + s * k), signed_coupling_le hs hk]
    · have h1 : |2 * E - (d + s * k)| ≤ √((d + s * k) ^ 2 + 8 * v ^ 2) :=
        Real.abs_le_sqrt (by linarith)
      linarith [(abs_le.mp h1).1]

/-- For `v ≠ 0` and `0 < k ≤ d`, reversing the sign of one coupling to the reference leaves the
Epstein-Nesbet energy unchanged, while the exact ground energy is strictly lower for `s = -1` than
for `s = 1`. -/
theorem sign_invisible_to_epstein_nesbet {d k v : ℝ} (hv : v ≠ 0) (hk : 0 < k) (hkd : k ≤ d) :
    enEnergy (triangle d k v 1) 0 = enEnergy (triangle d k v (-1)) 0 ∧
    ∀ Ep Em, IsLeast (energies (triangle d k v 1)) Ep →
      IsLeast (energies (triangle d k v (-1))) Em → Em < Ep := by
  constructor
  · apply enEnergy_congr
    · intro i
      fin_cases i <;> rfl
    · intro i
      fin_cases i <;> simp [triangle]
  · intro Ep Em hp hm
    have hk' : |k| ≤ d := by rwa [abs_of_pos hk]
    rw [hp.unique (ground_energy hv (by norm_num) hk'),
      hm.unique (ground_energy hv (by norm_num) hk')]
    have hv2 : 0 < v ^ 2 := by positivity
    have hA := Real.sq_sqrt (show 0 ≤ (d + 1 * k) ^ 2 + 8 * v ^ 2 by positivity)
    have hB := Real.sq_sqrt (show 0 ≤ (d + -1 * k) ^ 2 + 8 * v ^ 2 by positivity)
    have hA1 : d + 1 * k < √((d + 1 * k) ^ 2 + 8 * v ^ 2) :=
      Real.lt_sqrt_of_sq_lt (by linarith)
    have hB1 : d + -1 * k < √((d + -1 * k) ^ 2 + 8 * v ^ 2) :=
      Real.lt_sqrt_of_sq_lt (by linarith)
    set A := √((d + 1 * k) ^ 2 + 8 * v ^ 2)
    set B := √((d + -1 * k) ^ 2 + 8 * v ^ 2)
    -- the difference of the square roots is smaller than `2 * k`
    have hAB : A - B < 2 * k := by
      by_contra hcon
      have h1 : 0 ≤ (A - B - 2 * k) * (A + B) :=
        mul_nonneg (by linarith) (by linarith)
      have h2 : 0 < k * (A + B - 2 * d) := mul_pos hk (by linarith)
      nlinarith
    linarith

/-- For `d > 0`, `v ≠ 0` and `|k| ≤ d`, the Epstein-Nesbet energy equals the exact ground energy of
the three-state model if and only if `2 v ^ 2 = -s k d`. -/
theorem epstein_nesbet_exact_iff {d k v s : ℝ} (hd : 0 < d) (hv : v ≠ 0) (hs : s ^ 2 = 1)
    (hk : |k| ≤ d) :
    IsLeast (energies (triangle d k v s)) (enEnergy (triangle d k v s) 0) ↔
      2 * v ^ 2 = -(s * k * d) := by
  have he := enEnergy_triangle (k := k) (v := v) hd.ne' hs
  have hsk := signed_coupling_le hs hk
  have hv2 : 0 < v ^ 2 := by positivity
  set e := enEnergy (triangle d k v s) 0
  constructor
  · intro h
    rcases secular_of_mem hv hs h.1 with h1 | h1
    · have h2 : 0 ≤ d * e := mul_nonneg hd.le (by linarith)
      linarith
    · have hp : (2 * v ^ 2) * (2 * v ^ 2 + s * k * d) = 0 := by
        linear_combination d ^ 2 * h1 - (d * e - 2 * v ^ 2 - d * (d + s * k)) * he
      linarith [(mul_eq_zero.mp hp).resolve_left (by positivity)]
  · intro h
    have h1 : e = s * k := mul_left_cancel₀ hd.ne' (by linear_combination he - h)
    have hg := ground_energy hv hs hk
    -- the radicand is a perfect square
    rw [show (d + s * k) ^ 2 + 8 * v ^ 2 = (d - s * k) ^ 2 by linear_combination 4 * h,
      Real.sqrt_sq (by linarith),
      show (d + s * k - (d - s * k)) / 2 = s * k by ring] at hg
    rw [h1]
    exact hg

/-- Two explicit Hamiltonians that differ in the sign of one coupling: both have
Epstein-Nesbet energy `-1`, and their ground energies are `(3 - √17) / 2` and `-1`. -/
theorem explicit_counterexample :
    enEnergy !![0, 1, 1; 1, 2, 1; 1, 1, 2] (0 : Fin 3) = -1 ∧
    enEnergy !![0, 1, -1; 1, 2, 1; -1, 1, 2] (0 : Fin 3) = -1 ∧
    IsLeast (energies !![0, 1, 1; 1, 2, 1; 1, 1, 2]) ((3 - √17) / 2) ∧
    IsLeast (energies !![0, 1, -1; 1, 2, 1; -1, 1, 2]) (-1) := by
  have hp : (!![0, 1, 1; 1, 2, 1; 1, 1, 2] : Matrix (Fin 3) (Fin 3) ℝ) = triangle 2 1 1 1 := by
    simp [triangle]
  have hm : (!![0, 1, -1; 1, 2, 1; -1, 1, 2] : Matrix (Fin 3) (Fin 3) ℝ)
      = triangle 2 1 1 (-1) := by
    simp [triangle]
  rw [hp, hm]
  have e1 := enEnergy_triangle (d := 2) (k := 1) (v := 1) (s := 1) (by norm_num) (by norm_num)
  have e2 := enEnergy_triangle (d := 2) (k := 1) (v := 1) (s := -1) (by norm_num) (by norm_num)
  have e2' : enEnergy (triangle 2 1 1 (-1)) 0 = -1 := by linarith
  refine ⟨by linarith, e2', ?_, ?_⟩
  · have hg := ground_energy (d := 2) (k := 1) (v := 1) (s := 1)
      (by norm_num) (by norm_num) (by norm_num)
    rw [show ((2 : ℝ) + 1 * 1) ^ 2 + 8 * 1 ^ 2 = 17 by norm_num,
      show (2 : ℝ) + 1 * 1 = 3 by norm_num] at hg
    exact hg
  · have hg := (epstein_nesbet_exact_iff (d := 2) (k := 1) (v := 1) (s := -1)
      (by norm_num) (by norm_num) (by norm_num) (by norm_num)).mpr (by norm_num)
    rw [e2'] at hg
    exact hg

end

end EpsteinNesbetSign
```

```lean
#print axioms EpsteinNesbetSign.sign_invisible_to_epstein_nesbet
#print axioms EpsteinNesbetSign.epstein_nesbet_exact_iff
#print axioms EpsteinNesbetSign.explicit_counterexample
```

```
'EpsteinNesbetSign.sign_invisible_to_epstein_nesbet' depends on axioms: [propext, Classical.choice, Quot.sound]
'EpsteinNesbetSign.epstein_nesbet_exact_iff' depends on axioms: [propext, Classical.choice, Quot.sound]
'EpsteinNesbetSign.explicit_counterexample' depends on axioms: [propext, Classical.choice, Quot.sound]
```

## The second-order sum keeps only magnitudes

Epstein-Nesbet theory takes the diagonal of the Hamiltonian $H$ as the unperturbed problem and everything off the diagonal as the perturbation. For a reference state $r$ the zeroth-order energy is $H_{rr}$. The first-order correction vanishes because the perturbation has no diagonal, and through second order

$$E_{\rm EN}=H_{rr}+\sum_{k\ne r}\frac{H_{rk}^2}{H_{rr}-H_{kk}}.$$

This is `enEnergy H r`, taken as a definition for a real matrix of any finite size. Its physical reading needs a symmetric $H$ and $H_{kk}\neq H_{rr}$ for every state that couples to the reference; Lean sets a quotient with zero denominator to zero.

Only the diagonal and the squares $H_{rk}^2$ enter. `enEnergy_congr` therefore says that two matrices with equal diagonals and equal $|H_{rk}|$ have equal Epstein-Nesbet energies, whatever their other elements are. Its proof turns equal absolute values into equal squares and substitutes them.

The model `triangle d k v s` is

$$H=\begin{pmatrix}0&v&sv\\ v&d&k\\ sv&k&d\end{pmatrix},\qquad s^2=1.$$

The reference, state 0, defines the zero of energy. States 1 and 2 are degenerate at excitation energy $d$, couple to the reference with strength $|v|$, and couple to each other through $k$. In the formulas for the model, $k$ is this coupling and not a summation index. For $d\ne0$,

$$E_{\rm EN}=\frac{v^2}{0-d}+\frac{s^2v^2}{0-d}=-\frac{2v^2}{d}.$$

`enEnergy_triangle` states this in the form $d\,E_{\rm EN}=-2v^2$.

The sign $s$ has physical content only together with the other couplings. Changing the phase of state 2 by $-1$ moves the sign from its coupling with the reference to its coupling with state 1, so $s=-1$ with $k$ describes the same physics as $s=1$ with $-k$. The product of the three couplings, $skv^2$, is unaffected by such a change of phase.

## The exact energies

The set `energies H` contains the real numbers $E$ for which $Hx=Ex$ has a nonzero real solution $x$. For the real symmetric matrices of the model this is the whole spectrum. The ground energy is its least element, and `IsLeast` says that a number belongs to the set and that no member lies below it.

With $x=(x_0,x_1,x_2)$ the eigenvalue equations are

$$\begin{aligned}
v x_1+sv x_2&=E x_0,\\
v x_0+d x_1+k x_2&=E x_1,\\
sv x_0+k x_1+d x_2&=E x_2.
\end{aligned}$$

Multiply the third equation by $s$ and use $s^2=1$. Subtracting the result from the second gives

$$(d-sk)(x_1-sx_2)=E(x_1-sx_2).$$

If $x_1-sx_2\ne0$, then $E=d-sk$. This combination of excited states does not couple to the reference.

If $x_1=sx_2$, write $p=x_1+sx_2$. Adding the two equations gives $2vx_0+(d+sk)p=Ep$, while the first equation is $vp=Ex_0$. Multiplying the sum by $E$ and eliminating $x_0$ gives

$$\bigl(E^2-(d+sk)E-2v^2\bigr)p=0.$$

Here $p\ne0$: otherwise $x_1=x_2=0$, and $v\ne0$ would force $x_0=0$ too. Hence

$$E^2=(d+sk)E+2v^2.$$

`secular_of_mem` makes the same case distinction, with $x_2$ in the role of $p=2sx_2$; its `linear_combination` steps carry out the eliminations.

Conversely, `root_mem_energies` shows that each root of the quadratic is an energy by checking the three rows for the vector $(E-d-sk,\;v,\;sv)$. The normalised eigenvector is this vector divided by $\sqrt{(E-d-sk)^2+2v^2}$.

The lower root is

$$E_0=\frac{d+sk-\sqrt{(d+sk)^2+8v^2}}2.$$

It is negative, since the square root exceeds $|d+sk|$. The condition $|k|\le d$ means that the coupling between the excited states does not exceed their excitation energy. It gives $sk\le d$, which is `signed_coupling_le`, so the decoupled level $d-sk$ is not negative and cannot lie below $E_0$. Thus $E_0$ is the ground energy, as `ground_energy` states for $v\ne0$ and $|k|\le d$.

## The sign lowers the ground energy

Let $0<k\le d$ and $v\ne0$, and define

$$A=\sqrt{(d+k)^2+8v^2},\qquad B=\sqrt{(d-k)^2+8v^2}.$$

The ground energies for $s=1$ and $s=-1$ differ by

$$E_0^{(+)}-E_0^{(-)}=\frac{2k-(A-B)}2.$$

Since $A>d+k$ and $B>d-k$, the sum $A+B$ exceeds $2d$. With $A^2-B^2=4dk$ this yields

$$A-B=\frac{4dk}{A+B}<2k,$$

so $E_0^{(-)}<E_0^{(+)}$.

`sign_invisible_to_epstein_nesbet` combines this inequality with the equality of the two Epstein-Nesbet energies. In its statement `Ep` and `Em` are any numbers that are least energies for $s=1$ and $s=-1$; the proof identifies them with the formula above through uniqueness of a least element. It obtains $A-B<2k$ by contradiction, multiplying the opposite inequality by $A+B$ instead of dividing.

## When the estimate is exact

For $d>0$, $v\ne0$ and $|k|\le d$, the Epstein-Nesbet energy is negative, so it cannot equal the decoupled level. If it is the ground energy, it must satisfy the quadratic:

$$\frac{4v^4}{d^2}=-(d+sk)\frac{2v^2}{d}+2v^2.$$

Dividing by $2v^2$ and multiplying by $d^2$ gives $2v^2=-skd$. Conversely, this condition makes $E_{\rm EN}=sk$ and turns the radicand into $(d-sk)^2$, so that $E_0=sk$ as well. This equivalence is `epstein_nesbet_exact_iff`. Exact agreement thus requires $sk<0$ and a particular coupling strength.

The matrices in `explicit_counterexample` have $d=2$ and $k=v=1$:

| $s$ | Epstein-Nesbet energy | Ground energy |
|---|---:|---:|
| $1$ | $-1$ | $(3-\sqrt{17})/2\approx-0.562$ |
| $-1$ | $-1$ | $-1$ |

For $s=-1$ the exactness condition reads $2=2$, and the proof takes the ground energy from it. The normalised ground state is $(-2,1,-1)/\sqrt6$, so the reference has weight $2/3$ even though the second-order energy is exact.

## The sum in a program

Let `H` be a real symmetric matrix of size `n` and `r` the reference index, with every other diagonal element different from `H[r, r]`. The correction is one line of Python, in which `k` is again a summation index:

```python
e2 = sum(H[r, k]**2 / (H[r, r] - H[k, k]) for k in range(n) if k != r)
```

In a determinant-based code, the fermionic phase of each matrix element disappears in the square. A wrong sign in both `H[r, k]` and `H[k, r]` leaves `e2` unchanged but can alter the result of diagonalising `H`, as the two rows of the table show. With a reference $\sum_i c_i|i\rangle$ of several determinants, the numerator for an outside determinant $a$ is $(\sum_i c_iH_{ia})^2$ for real coefficients, and the relative signs inside the sum do matter.

For electronic structure, the model shows that a second-order correction from a single reference can be the same for two Hamiltonians with different ground energies; the ground-energy formulas here are restricted to three real states with degenerate excited levels, equal coupling magnitudes to the reference, and a coupling between the excited states no larger than their excitation energy.
